# Good Broyden can converge to a regular root and still miss a Jacobian column

After a Broyden-accelerated self-consistency calculation has converged, the last matrix $B_k$ could be kept as an approximate Jacobian, for instance to estimate how the solution responds to a small perturbation. For the estimate to be reliable for every small perturbation, $B_k$ has to be close to the true Jacobian, which convergence of the iterates does not ensure. The problems below show this for a residual with two uncoupled variables.

Components are numbered 0 and 1, as in Lean, so the "first column" is column 0. The residual is
$$F(u_0,u_1)=(2u_0,\,f(u_1)),$$
with $f:\mathbb R\to\mathbb R$ arbitrary. The run starts from $B_0=\mathrm{diag}(1,c)$ and $x_0=(0,t)$. The entry 1 is a wrong initial guess for the slope 2, and $c$ is a guess for the slope of $f$. The zero in $x_0$ means that the first variable is already converged, as can happen when symmetry fixes its value.

```lean
import Mathlib

open Matrix Filter Topology

namespace BroydenJacobianCounterexample

noncomputable section

variable {n : Type*} [Fintype n]
```

For a step $s$ and residual change $y$, the good Broyden update is $B'=B+(y-Bs)s^{T}/(s\cdot s)$. `IsBroydenUpdate` states it multiplied through by $s\cdot s$. The two forms agree for $s\neq0$; for $s=0$ the multiplied form places no restriction on $B'$.

```lean
/-- The good Broyden update from `B` to `B'` for a step `s` and residual change `y`,
multiplied through by the squared step length. -/
def IsBroydenUpdate (B B' : Matrix n n ℝ) (s y : n → ℝ) : Prop :=
  (s ⬝ᵥ s) • (B' - B) = vecMulVec (y - B *ᵥ s) s
```

`IsBroydenRun` describes infinite sequences $x_k$, $B_k$. With $s_k=x_{k+1}-x_k$, the field `step` is the full-step equation $B_ks_k=-F(x_k)$, `moves` says $s_k\neq0$, and `update` applies the Broyden relation with $y_k=F(x_{k+1})-F(x_k)$. No inverse of $B_k$ is required. Damping, line searches and restarts are not modelled, nor are runs that stop at an exact root.

```lean
/-- A full-step good Broyden run for the residual map `F`, with nonzero steps. -/
structure IsBroydenRun (F : (n → ℝ) → (n → ℝ)) (x : ℕ → n → ℝ)
    (B : ℕ → Matrix n n ℝ) : Prop where
  step : ∀ k, B k *ᵥ (x (k + 1) - x k) = -F (x k)
  moves : ∀ k, x (k + 1) ≠ x k
  update : ∀ k, IsBroydenUpdate (B k) (B (k + 1)) (x (k + 1) - x k) (F (x (k + 1)) - F (x k))
```

The residual itself is `testMap f`.

```lean
/-- The residual map `(u₀, u₁) ↦ (2 u₀, f(u₁))`. -/
def testMap (f : ℝ → ℝ) (x : Fin 2 → ℝ) : Fin 2 → ℝ := ![2 * x 0, f (x 1)]
```

## (a) The update in components

**Task.** Write the update relation entry by entry.

**Solution.** The $(i,j)$ entry of the outer product $(y-Bs)s^T$ is $(y_i-(Bs)_i)s_j$, so
$$(s\cdot s)(B'_{ij}-B_{ij})=(y_i-(Bs)_i)\,s_j .$$
In Lean this is the matrix equation evaluated at $i$ and $j$.

```lean
/-- The good Broyden update, written entry by entry. -/
theorem update_entry {B B' : Matrix n n ℝ} {s y : n → ℝ} (h : IsBroydenUpdate B B' s y)
    (i j : n) : (s ⬝ᵥ s) * (B' i j - B i j) = (y i - (B *ᵥ s) i) * s j :=
  congrFun (congrFun h i) j
```

## (b) Directions orthogonal to the step

**Task.** In any finite dimension, show that an update with $s\neq0$ leaves $Bv$ unchanged whenever $s\cdot v=0$.

**Solution.** Multiply (a) by $v_j$ and sum over $j$:
$$(s\cdot s)\big((B'v)_i-(Bv)_i\big)=(y_i-(Bs)_i)(s\cdot v)=0 .$$
Since $s$ is real and nonzero, $s\cdot s\neq0$, and hence $B'v=Bv$. The `calc` block carries out the summation, and `resolve_left` removes the factor $s\cdot s$.

```lean
/-- A Broyden update with a nonzero step does not change the action of the matrix on
vectors orthogonal to the step. -/
theorem update_orthogonal {B B' : Matrix n n ℝ} {s y v : n → ℝ}
    (h : IsBroydenUpdate B B' s y) (hs : s ≠ 0) (hv : s ⬝ᵥ v = 0) :
    B' *ᵥ v = B *ᵥ v := by
  funext i
  have key : (s ⬝ᵥ s) * ((B' *ᵥ v) i - (B *ᵥ v) i) = (y i - (B *ᵥ s) i) * (s ⬝ᵥ v) := by
    calc (s ⬝ᵥ s) * ((B' *ᵥ v) i - (B *ᵥ v) i)
        = ∑ j, (s ⬝ᵥ s) * (B' i j - B i j) * v j := by
          change (s ⬝ᵥ s) * (∑ j, B' i j * v j - ∑ j, B i j * v j) = _
          rw [← Finset.sum_sub_distrib, Finset.mul_sum]
          exact Finset.sum_congr rfl fun j _ => by ring
      _ = ∑ j, (y i - (B *ᵥ s) i) * (s j * v j) :=
          Finset.sum_congr rfl fun j _ => by rw [update_entry h i j]; ring
      _ = _ := (Finset.mul_sum _ _ _).symm
  rw [hv, mul_zero] at key
  have := (mul_eq_zero.mp key).resolve_left (dotProduct_self_eq_zero.not.mpr hs)
  linarith
```

## (c) The true first column

**Task.** Find the first column of the Jacobian of $F$ at any point $x$.

**Solution.** Move along $e_0=(1,0)$:
$$F(x+he_0)=(2(x_0+h),\,f(x_1)),$$
where $x_0,x_1$ are here the components of $x$. The derivative at $h=0$ is $(2,0)$. The second component does not depend on $h$, so $f$ need not be differentiable or even continuous. `HasDerivAt` states this directional derivative, which Lean checks component by component.

```lean
/-- The first column of the true Jacobian of the test map is `(2, 0)` at every point. -/
theorem jacobian_first_column (f : ℝ → ℝ) (x : Fin 2 → ℝ) :
    HasDerivAt (fun h : ℝ => testMap f (x + h • ![1, 0])) ![2, 0] 0 := by
  have e : (fun h : ℝ => testMap f (x + h • ![1, 0])) = fun h => ![2 * (x 0 + h), f (x 1)] := by
    funext h
    simp [testMap]
  have h0 : HasDerivAt (fun h : ℝ => 2 * (x 0 + h)) 2 0 :=
    (((hasDerivAt_id' (0 : ℝ)).const_add (x 0)).const_mul 2).congr_deriv (by norm_num)
  rw [e]
  refine hasDerivAt_pi.2 fun i => ?_
  fin_cases i
  · exact h0
  · exact hasDerivAt_const (0 : ℝ) (f (x 1))
```

## (d) Motion stays on one axis

**Task.** Show that $x_k$ has component 0 equal to zero for every $k$, and that $B_k$ stays diagonal with $(B_k)_{00}=1$.

**Solution.** The initial data satisfy the claim. Suppose it holds at $k$, and write $s=x_{k+1}-x_k$ with components $s_0,s_1$. Row 0 of the step equation reads
$$1\cdot s_0+0\cdot s_1=-2\cdot0,$$
so $s_0=0$ and $x_{k+1}$ also has component 0 equal to zero. Now $s\cdot e_0=0$, and (b) gives $B_{k+1}e_0=B_ke_0$: column 0 is frozen.

For the remaining off-diagonal entry, component 0 of $y-B_ks$ vanishes, because $y_0=0$ and $(B_ks)_0=s_0=0$. Part (a) with $i=0$, $j=1$ then gives $(s\cdot s)\big((B_{k+1})_{01}-(B_k)_{01}\big)=0$, so this entry stays zero.

The Lean induction follows the same order: `h0'` is the vanishing coordinate, `hc` the frozen column, and `e'` the unchanged off-diagonal entry.

```lean
/-- Along a full-step good Broyden run for `testMap f` with nonzero steps, started from `B 0 =
diag(1, c)` and `x 0 = (0, t)`, the first coordinate stays zero, and the Broyden matrix stays
diagonal with first entry one. -/
theorem run_invariant {f : ℝ → ℝ} {c t : ℝ} {x : ℕ → Fin 2 → ℝ}
    {B : ℕ → Matrix (Fin 2) (Fin 2) ℝ} (hr : IsBroydenRun (testMap f) x B)
    (hB : B 0 = !![1, 0; 0, c]) (hx : x 0 = ![0, t]) (k : ℕ) :
    x k 0 = 0 ∧ B k 0 0 = 1 ∧ B k 1 0 = 0 ∧ B k 0 1 = 0 := by
  induction k with
  | zero => simp [hB, hx]
  | succ k ih =>
    obtain ⟨h0, h00, h10, h01⟩ := ih
    -- the first row of the step equation forbids motion along the first axis
    have e0 := congrFun (hr.step k) 0
    have hF : (-testMap f (x k)) 0 = -(2 * x k 0) := rfl
    rw [hF] at e0
    simp only [mulVec, dotProduct, Fin.sum_univ_two, Pi.sub_apply, h00, h01, h0] at e0
    have h0' : x (k + 1) 0 = 0 := by linarith
    have hs : x (k + 1) - x k ≠ 0 := sub_ne_zero.mpr (hr.moves k)
    have hv : (x (k + 1) - x k) ⬝ᵥ ![1, 0] = 0 := by
      simp [dotProduct, Fin.sum_univ_two, h0, h0']
    -- hence the first column is frozen
    have hc := update_orthogonal (hr.update k) hs hv
    have col : ∀ (M : Matrix (Fin 2) (Fin 2) ℝ) (i : Fin 2), (M *ᵥ ![1, 0]) i = M i 0 := by
      intro M i
      simp [mulVec, dotProduct, Fin.sum_univ_two]
    have c0 := congrFun hc 0
    have c1 := congrFun hc 1
    rw [col, col] at c0 c1
    -- the first row sees no secant error
    have e := update_entry (hr.update k) 0 1
    have hy : (testMap f (x (k + 1)) - testMap f (x k)) 0
        - (B k *ᵥ (x (k + 1) - x k)) 0 = 0 := by
      simp [testMap, mulVec, dotProduct, Fin.sum_univ_two, h0, h0', h01]
    rw [hy, zero_mul] at e
    have e' := (mul_eq_zero.mp e).resolve_left (dotProduct_self_eq_zero.not.mpr hs)
    exact ⟨h0', c0.trans h00, c1.trans h10, by linarith⟩
```

## (e) The wrong column persists

**Task.** Deduce the first column of every $B_k$.

**Solution.** By (d) it is $(1,0)$ for all $k$, including $k=0$. By (c) the true column is $(2,0)$. The Lean theorem covers every real $f$, $c$ and $t$ for which a run in the above sense exists, whether or not the iterates converge.

```lean
/-- For `F(u₀, u₁) = (2 u₀, f(u₁))`, `B₀ = diag(1, c)` and `x₀ = (0, t)`, every matrix of a
full-step good Broyden run with nonzero steps has first column `(1, 0)`. -/
theorem first_column_never_learned {f : ℝ → ℝ} {c t : ℝ} {x : ℕ → Fin 2 → ℝ}
    {B : ℕ → Matrix (Fin 2) (Fin 2) ℝ} (hr : IsBroydenRun (testMap f) x B)
    (hB : B 0 = !![1, 0; 0, c]) (hx : x 0 = ![0, t]) (k : ℕ) :
    (fun i => B k i 0) = ![1, 0] := by
  obtain ⟨-, h00, h10, -⟩ := run_invariant hr hB hx k
  exact funext (Fin.forall_fin_two.2 ⟨h00, h10⟩)
```

## (f) What the other diagonal entry learns

**Task.** Identify $(B_{k+1})_{11}$.

**Solution.** Let $\sigma=x_{k+1,1}-x_{k,1}$, the change in component 1. The step is $(0,\sigma)$ and is nonzero, so $\sigma\neq0$. With $\Delta f=f(x_{k+1,1})-f(x_{k,1})$, part (a) for $i=j=1$ gives
$$\sigma^2\big((B_{k+1})_{11}-(B_k)_{11}\big)=\big(\Delta f-(B_k)_{11}\sigma\big)\sigma .$$
The terms in $(B_k)_{11}$ cancel, leaving $(B_{k+1})_{11}=\Delta f/\sigma$, the secant slope of $f$. Lean cancels one factor of $\sigma$ with `mul_right_cancel₀` and closes the algebra with `linear_combination`.

The linear case $f(u)=au$ gives a short example that terminates. Take $a,c,t\neq0$ and $c\neq a$. The first update gives $B_1=\mathrm{diag}(1,a)$, and the second step lands exactly on the root. The iteration stops there, so it is not an infinite run, but its matrix still has 1 where the Jacobian $\mathrm{diag}(2,a)$ has 2.

```lean
/-- In a full-step good Broyden run for `testMap f` with nonzero steps, started from `B 0 = diag(1,
c)` and `x 0 = (0, t)`, the second coordinates of `x k` and `x (k + 1)` differ, and the second
diagonal entry of `B (k + 1)` is the secant slope of `f` between them. -/
theorem second_entry_secant {f : ℝ → ℝ} {c t : ℝ} {x : ℕ → Fin 2 → ℝ}
    {B : ℕ → Matrix (Fin 2) (Fin 2) ℝ} (hr : IsBroydenRun (testMap f) x B)
    (hB : B 0 = !![1, 0; 0, c]) (hx : x 0 = ![0, t]) (k : ℕ) :
    x (k + 1) 1 ≠ x k 1 ∧
      B (k + 1) 1 1 = (f (x (k + 1) 1) - f (x k 1)) / (x (k + 1) 1 - x k 1) := by
  obtain ⟨h0, -, h10, -⟩ := run_invariant hr hB hx k
  have h0' := (run_invariant hr hB hx (k + 1)).1
  have hne : x (k + 1) 1 ≠ x k 1 := fun h =>
    hr.moves k (funext (Fin.forall_fin_two.2 ⟨h0'.trans h0.symm, h⟩))
  have hd := sub_ne_zero.mpr hne
  have e := update_entry (hr.update k) 1 1
  have hF : (testMap f (x (k + 1)) - testMap f (x k)) 1 = f (x (k + 1) 1) - f (x k 1) := rfl
  rw [hF] at e
  simp only [mulVec, dotProduct, Fin.sum_univ_two, Pi.sub_apply, h0, h0', h10] at e
  refine ⟨hne, ?_⟩
  rw [eq_div_iff hd]
  apply mul_right_cancel₀ hd
  linear_combination e
```

## (g) An infinite run in closed form

**Task.** For $f(u)=u^2-1$, $c=6$ and $t=3$, verify an explicit run built from
$$r_m=\frac{2^{F_m}+1}{2^{F_m}-1},$$
where $F_m$ is the $m$-th Fibonacci number (unrelated to the residual $F$), with $F_1=F_2=1$. Only $m\ge1$ is used, so the denominator is positive.

```lean
/-- The number `(2^F + 1) / (2^F - 1)`, with `F` the `m`-th Fibonacci number. -/
def fibRatio (m : ℕ) : ℝ := (2 ^ Nat.fib m + 1) / (2 ^ Nat.fib m - 1)
```

The proposed iterates are $x_k=(0,r_{k+2})$.

```lean
/-- Explicit iterates for `f(u) = u² - 1`. -/
def xs (k : ℕ) : Fin 2 → ℝ := ![0, fibRatio (k + 2)]
```

The proposed matrices are $B_k=\mathrm{diag}(1,\,r_{k+2}+r_{k+1})$.

```lean
/-- Explicit Broyden matrices for `f(u) = u² - 1`. -/
def Bs (k : ℕ) : Matrix (Fin 2) (Fin 2) ℝ := !![1, 0; 0, fibRatio (k + 2) + fibRatio (k + 1)]
```

**Solution.** Since $r_1=r_2=3$, the initial data are correct. Put $u=2^{F_{k+1}}$ (from here on a number, not the argument of $f$) and $v=2^{F_{k+2}}$, so that $2^{F_{k+3}}=uv$. Then
$$r_{k+2}+r_{k+1}=\frac{2(uv-1)}{(v-1)(u-1)},\qquad r_{k+3}-r_{k+2}=\frac{-2v(u-1)}{(uv-1)(v-1)} .$$
Their product is $-4v/(v-1)^2=-(r_{k+2}^2-1)$, which is the step equation for component 1. Component 0 reads $0=0$.

For the update, the secant slope of $f$ between $q=r_{k+2}$ and $p=r_{k+3}$ is $(p^2-q^2)/(p-q)=p+q$, which is the next diagonal entry. Finally, a zero step would force $r_{k+2}^2=1$, whereas $r_{k+2}>1$.

In the proof, `sec` is the Fibonacci identity, `hstep` turns it into the vector equation, and `hupd` checks the update.

```lean
/-- The explicit sequences form a Broyden run for `f(u) = u² - 1` with
`B₀ = diag(1, 6)` and `x₀ = (0, 3)`. -/
theorem run_witness : IsBroydenRun (testMap fun u => u ^ 2 - 1) xs Bs ∧
    Bs 0 = !![1, 0; 0, 6] ∧ xs 0 = ![0, 3] := by
  have big : ∀ m, (1 : ℝ) < 2 ^ Nat.fib (m + 1) := fun m =>
    one_lt_pow₀ (by norm_num) (Nat.fib_pos.2 (Nat.succ_pos m)).ne'
  -- the secant recursion for u² - 1 turns into the Fibonacci recursion
  have sec : ∀ k, (fibRatio (k + 2) + fibRatio (k + 1)) * (fibRatio (k + 1 + 2)
      - fibRatio (k + 2)) = -(fibRatio (k + 2) ^ 2 - 1) := by
    intro k
    have hu := big k
    have hv : (1 : ℝ) < 2 ^ Nat.fib (k + 2) := big (k + 1)
    have hf : Nat.fib (k + 1 + 2) = Nat.fib (k + 1) + Nat.fib (k + 2) := Nat.fib_add_two
    unfold fibRatio
    rw [hf, pow_add]
    generalize (2 : ℝ) ^ Nat.fib (k + 1) = u at *
    generalize (2 : ℝ) ^ Nat.fib (k + 2) = v at *
    have h1 : u - 1 ≠ 0 := by linarith
    have h2 : v - 1 ≠ 0 := by linarith
    have h3 : u * v - 1 ≠ 0 := by
      have : 0 < u * v - 1 := by nlinarith
      exact this.ne'
    rw [div_add_div _ _ h2 h1, div_sub_div _ _ h3 h2, div_mul_div_comm, div_pow,
      div_sub_one (pow_ne_zero 2 h2), ← neg_div,
      div_eq_div_iff (mul_ne_zero (mul_ne_zero h2 h1) (mul_ne_zero h3 h2)) (pow_ne_zero 2 h2)]
    ring
  have hstep : ∀ b p q : ℝ, b * (p - q) = -(q ^ 2 - 1) →
      !![1, 0; 0, b] *ᵥ (![0, p] - ![0, q]) = -testMap (fun u => u ^ 2 - 1) ![0, q] := by
    intro b p q h
    refine funext (Fin.forall_fin_two.2 ⟨?_, ?_⟩)
    · simp [testMap, mulVec, dotProduct, Fin.sum_univ_two]
    · simp [testMap, mulVec, dotProduct, Fin.sum_univ_two]
      linarith
  have hupd : ∀ b p q : ℝ, IsBroydenUpdate !![1, 0; 0, b] !![1, 0; 0, p + q]
      (![0, p] - ![0, q])
      (testMap (fun u => u ^ 2 - 1) ![0, p] - testMap (fun u => u ^ 2 - 1) ![0, q]) := by
    intro b p q
    have hm : !![1, 0; 0, b] *ᵥ (![0, p] - ![0, q]) = ![0, b * (p - q)] := by
      refine funext (Fin.forall_fin_two.2 ⟨?_, ?_⟩) <;>
        simp [mulVec, dotProduct, Fin.sum_univ_two]
    unfold IsBroydenUpdate
    rw [hm]
    ext i j
    fin_cases i <;> fin_cases j <;>
      simp [testMap, vecMulVec_apply, dotProduct, Fin.sum_univ_two,
        -mul_eq_mul_right_iff, -mul_eq_mul_left_iff]
    ring
  refine ⟨⟨fun k => hstep _ _ _ (sec k), fun k h => ?_, fun k => hupd _ _ _⟩, ?_, ?_⟩
  · have h1 : fibRatio (k + 1 + 2) = fibRatio (k + 2) := congrFun h 1
    have h2 := sec k
    rw [h1, sub_self, mul_zero] at h2
    have hv : (1 : ℝ) < 2 ^ Nat.fib (k + 2) := big (k + 1)
    have h3 : 1 < fibRatio (k + 2) := by
      unfold fibRatio
      rw [lt_div_iff₀ (by linarith)]
      linarith
    nlinarith
  · norm_num [Bs, fibRatio]
  · norm_num [xs, fibRatio]
```

## (h) Convergence of the iterates and of the matrices

**Task.** Find the limits of $x_k$ and $B_k$ in this run.

**Solution.** Induction gives $F_{k+2}\ge k+1$, hence $2^{F_{k+2}}\ge k+2$ and
$$1\le r_{k+2}=1+\frac{2}{2^{F_{k+2}}-1}\le1+\frac{2}{k+1}.$$
The upper bound is crude for large $k$ and is not the convergence rate, but it is enough here: by squeezing, $r_{k+2}\to1$, and the shifted sequence $r_{k+1}$ has the same limit. Therefore $x_k\to(0,1)$ and $B_k\to\mathrm{diag}(1,2)$. The Jacobian at this root is $\mathrm{diag}(2,2)$, which is nonsingular, so the mismatch is not caused by a degenerate root.

Lean obtains the estimate in `fibGrow` and `bounds`, then takes the limits entry by entry.

```lean
/-- The explicit sequence `xs` converges to `(0, 1)`, and the explicit matrices `Bs` converge to
`diag(1, 2)`. -/
theorem witness_limits : Tendsto xs atTop (𝓝 ![0, 1]) ∧
    Tendsto Bs atTop (𝓝 !![1, 0; 0, 2]) := by
  have fibGrow : ∀ k, k + 1 ≤ Nat.fib (k + 2) := by
    intro k
    induction k with
    | zero => simp
    | succ k ih =>
      have h1 : Nat.fib (k + 1 + 2) = Nat.fib (k + 1) + Nat.fib (k + 2) := Nat.fib_add_two
      have h2 : 0 < Nat.fib (k + 1) := Nat.fib_pos.2 (Nat.succ_pos k)
      omega
  have bounds : ∀ k : ℕ, 1 ≤ fibRatio (k + 2) ∧
      fibRatio (k + 2) ≤ 1 + 2 * (1 / ((k : ℝ) + 1)) := by
    intro k
    have hN : k + 2 ≤ 2 ^ Nat.fib (k + 2) := by
      have h1 := fibGrow k
      have h2 : Nat.fib (k + 2) < 2 ^ Nat.fib (k + 2) := Nat.lt_two_pow_self
      omega
    have hw : (k : ℝ) + 2 ≤ 2 ^ Nat.fib (k + 2) := by exact_mod_cast hN
    have hk : (0 : ℝ) < (k : ℝ) + 1 := by positivity
    unfold fibRatio
    generalize (2 : ℝ) ^ Nat.fib (k + 2) = w at *
    have hpos : 0 < w - 1 := by linarith
    have e : (w + 1) / (w - 1) = 1 + 2 * (1 / (w - 1)) := by
      rw [show w + 1 = (w - 1) + 2 by ring, add_div, div_self hpos.ne']
      ring
    have h1 : 1 / (w - 1) ≤ 1 / ((k : ℝ) + 1) := one_div_le_one_div_of_le hk (by linarith)
    have h2 : 0 < 1 / (w - 1) := one_div_pos.2 hpos
    rw [e]
    constructor <;> linarith
  have up : Tendsto (fun k : ℕ => 1 + 2 * (1 / ((k : ℝ) + 1))) atTop (𝓝 1) := by
    simpa using (tendsto_one_div_add_atTop_nhds_zero_nat (𝕜 := ℝ)).const_mul 2 |>.const_add 1
  have h2 : Tendsto (fun k => fibRatio (k + 2)) atTop (𝓝 1) :=
    tendsto_of_tendsto_of_tendsto_of_le_of_le tendsto_const_nhds up
      (fun k => (bounds k).1) (fun k => (bounds k).2)
  have h1 : Tendsto (fun k => fibRatio (k + 1)) atTop (𝓝 1) :=
    (tendsto_add_atTop_iff_nat 1).2 ((tendsto_add_atTop_iff_nat 2).1 h2)
  have hb : Tendsto (fun k => fibRatio (k + 2) + fibRatio (k + 1)) atTop (𝓝 2) := by
    have h := h2.add h1
    rwa [one_add_one_eq_two] at h
  have z : Tendsto (fun _ : ℕ => (0 : ℝ)) atTop (𝓝 0) := tendsto_const_nhds
  have o : Tendsto (fun _ : ℕ => (1 : ℝ)) atTop (𝓝 1) := tendsto_const_nhds
  constructor
  · exact tendsto_pi_nhds.2 (Fin.forall_fin_two.2 ⟨z, h2⟩)
  · refine tendsto_pi_nhds.2 fun i => tendsto_pi_nhds.2 fun j => ?_
    fin_cases i <;> fin_cases j
    · exact o
    · exact z
    · exact z
    · exact hb

end

end BroydenJacobianCounterexample
```

```lean
#print axioms BroydenJacobianCounterexample.jacobian_first_column
#print axioms BroydenJacobianCounterexample.first_column_never_learned
#print axioms BroydenJacobianCounterexample.second_entry_secant
```

```
'BroydenJacobianCounterexample.jacobian_first_column' depends on axioms: [propext, Classical.choice, Quot.sound]
'BroydenJacobianCounterexample.first_column_never_learned' depends on axioms: [propext, Classical.choice, Quot.sound]
'BroydenJacobianCounterexample.second_entry_secant' depends on axioms: [propext, Classical.choice, Quot.sound]
```
